# A gap sets a minimum attraction for a negative pair energy in a finite band with constant density of states

If Cooper's gapless result is carried over to a system with a gap, it predicts that an arbitrarily weak attraction brings the energy of an added pair below zero, and that prediction is false. With particle levels from $d>0$ to $w>d$ above the chemical potential, a constant density of states, an attraction of the same strength between all these levels, and filled levels that take no part in the pairing, the pair energy, measured from twice the chemical potential, is negative exactly when $g\ln(w/d)>2$. Here $g>0$ is the strength of the attraction times the density of states, which for electrons of opposite spin is that of one spin.

```lean
import Mathlib

open Real

namespace GappedPairBinding

noncomputable section

/-- The pair propagator summed over a flat band of single-particle energies from `d` to `w`,
at pair energy `-b`. It is meant for `d < w` and `-2 * d < b`, where the denominator is
positive on the whole band. -/
def pairIntegral (d w b : ℝ) : ℝ := ∫ x in d..w, 1 / (2 * x + b)

/-- The closed formula for `b`, the negative of the pair energy, in a flat band from `d` to `w`
with attraction `g`. Its domain is `g ≠ 0`. -/
def pairBinding (d w g : ℝ) : ℝ := 2 * (w - d * exp (2 / g)) / (exp (2 / g) - 1)

/-- For a positive attraction the denominator of the binding formula is positive. -/
lemma exp_sub_one_pos {g : ℝ} (hg : 0 < g) : 0 < exp (2 / g) - 1 := by
  have h : 1 < exp (2 / g) := Real.one_lt_exp_iff.mpr (by positivity)
  linarith

/-- For `d < w` and a pair energy `-b` below the continuum edge `2 * d`, the pair propagator summed
over the band is half the logarithm of the ratio of the denominators at the two band edges. -/
theorem pairIntegral_eq_log {d w b : ℝ} (hdw : d < w) (hb : -2 * d < b) :
    pairIntegral d w b = log ((2 * w + b) / (2 * d + b)) / 2 := by
  have hpos : ∀ x ∈ Set.uIcc d w, 0 < 2 * x + b := by
    intro x hx
    rw [Set.uIcc_of_le hdw.le] at hx
    linarith [hx.1]
  -- an antiderivative of the propagator
  have hderiv : ∀ x ∈ Set.uIcc d w,
      HasDerivAt (fun y : ℝ => log (2 * y + b) / 2) (1 / (2 * x + b)) x := by
    intro x hx
    have hne : 2 * x + b ≠ 0 := (hpos x hx).ne'
    have h1 : HasDerivAt (fun y : ℝ => 2 * y + b) 2 x :=
      HasDerivAt.congr_deriv (((hasDerivAt_id' x).const_mul 2).add_const b) (by norm_num)
    exact HasDerivAt.congr_deriv ((h1.log hne).div_const 2) (by field_simp)
  have hcont : ContinuousOn (fun x : ℝ => 1 / (2 * x + b)) (Set.uIcc d w) :=
    continuousOn_const.div (by fun_prop) (fun x hx => (hpos x hx).ne')
  have key : ∫ x in d..w, 1 / (2 * x + b) = log (2 * w + b) / 2 - log (2 * d + b) / 2 :=
    intervalIntegral.integral_eq_sub_of_hasDerivAt hderiv hcont.intervalIntegrable
  have hA : 2 * w + b ≠ 0 := by linarith
  have hB : 2 * d + b ≠ 0 := by linarith
  rw [pairIntegral, key, Real.log_div hA hB]
  ring

/-- For `d < w`, an attraction `g > 0` and a pair energy `-b` below the continuum edge `2 * d`, the
pair equation holds exactly when `b` is given by the closed formula. -/
theorem pair_equation_iff {d w g b : ℝ} (hg : 0 < g) (hdw : d < w) (hb : -2 * d < b) :
    1 = g * pairIntegral d w b ↔ b = pairBinding d w g := by
  have hA : 0 < 2 * w + b := by linarith
  have hB : 0 < 2 * d + b := by linarith
  rw [pairIntegral_eq_log hdw hb, pairBinding, eq_div_iff (exp_sub_one_pos hg).ne']
  constructor
  · intro h
    have hlog : log ((2 * w + b) / (2 * d + b)) = 2 / g := by
      rw [eq_div_iff hg.ne']
      linarith
    -- exponentiating leaves an equation linear in `b`
    have hr : (2 * w + b) / (2 * d + b) = exp (2 / g) := by
      rw [← hlog, Real.exp_log (div_pos hA hB)]
    rw [div_eq_iff hB.ne'] at hr
    linear_combination -hr
  · intro h
    have hr : (2 * w + b) / (2 * d + b) = exp (2 / g) := by
      rw [div_eq_iff hB.ne']
      linear_combination -h
    rw [hr, Real.log_exp]
    field_simp

/-- For `g > 0`, the binding measured from the continuum edge `2 * d` depends on the band only
through its width `w - d`. -/
theorem binding_from_edge (d w : ℝ) {g : ℝ} (hg : 0 < g) :
    pairBinding d w g + 2 * d = 2 * (w - d) / (exp (2 / g) - 1) := by
  have h := (exp_sub_one_pos hg).ne'
  rw [pairBinding, eq_div_iff h, add_mul, div_mul_cancel₀ _ h]
  ring

/-- In a flat band from `d` to `w`, with `d < w`, every attraction `g > 0` produces exactly one
bound pair with energy `-b` below the continuum edge `2 * d`. -/
theorem existsUnique_bound_pair {d w g : ℝ} (hg : 0 < g) (hdw : d < w) :
    ∃! b : ℝ, -2 * d < b ∧ 1 = g * pairIntegral d w b := by
  have hedge : 0 < 2 * (w - d) / (exp (2 / g) - 1) :=
    div_pos (by linarith) (exp_sub_one_pos hg)
  have h : -2 * d < pairBinding d w g := by
    linarith [binding_from_edge d w hg]
  exact ⟨pairBinding d w g, ⟨h, (pair_equation_iff hg hdw h).mpr rfl⟩,
    fun b hb => (pair_equation_iff hg hdw hb.1).mp hb.2⟩

/-- For positive `d`, `w` and `g`, the closed formula for `b` is positive exactly when
`g * log (w / d)` exceeds `2`. -/
theorem pairBinding_pos_iff {d w g : ℝ} (hg : 0 < g) (hd : 0 < d) (hw : 0 < w) :
    0 < pairBinding d w g ↔ 2 < g * log (w / d) := by
  have h1 : 2 < g * log (w / d) ↔ d * exp (2 / g) < w := by
    rw [← div_lt_iff₀' hg, Real.lt_log_iff_exp_lt (div_pos hw hd), lt_div_iff₀' hd]
  rw [h1, pairBinding, div_pos_iff_of_pos_right (exp_sub_one_pos hg)]
  constructor <;> intro h <;> linarith

/-- Pairing threshold in a gapped flat band, `0 < d < w`, with attraction `g > 0`: the pair
equation has a solution of negative pair energy `-b` exactly when `g * log (w / d) > 2`, and
every such solution is given by the closed formula. -/
theorem pairing_threshold {d w g : ℝ} (hg : 0 < g) (hd : 0 < d) (hdw : d < w) :
    ((∃ b : ℝ, 0 < b ∧ 1 = g * pairIntegral d w b) ↔ 2 < g * log (w / d)) ∧
      ∀ b : ℝ, 0 < b → 1 = g * pairIntegral d w b →
        b = 2 * (w - d * exp (2 / g)) / (exp (2 / g) - 1) := by
  have hsol : ∀ b : ℝ, 0 < b → 1 = g * pairIntegral d w b → b = pairBinding d w g :=
    fun b hb h => (pair_equation_iff hg hdw (by linarith)).mp h
  refine ⟨?_, hsol⟩
  rw [← pairBinding_pos_iff hg hd (hd.trans hdw)]
  constructor
  · rintro ⟨b, hb, h⟩
    rw [← hsol b hb h]
    exact hb
  · intro h
    exact ⟨pairBinding d w g, h, (pair_equation_iff hg hdw (by linarith)).mpr rfl⟩

/-- At fixed upper cutoff `w` and attraction `g > 0`, raising the lower band edge from `d` to
`d'` strictly lowers the value of `b` given by the closed formula. -/
theorem gap_suppresses_binding {d d' g : ℝ} (w : ℝ) (hg : 0 < g) (h : d < d') :
    pairBinding d' w g < pairBinding d w g := by
  have hmul : d * exp (2 / g) < d' * exp (2 / g) :=
    mul_lt_mul_of_pos_right h (Real.exp_pos _)
  unfold pairBinding
  exact div_lt_div_of_pos_right (by linarith) (exp_sub_one_pos hg)

end

end GappedPairBinding
```

```lean
#print axioms GappedPairBinding.existsUnique_bound_pair
#print axioms GappedPairBinding.pairing_threshold
#print axioms GappedPairBinding.gap_suppresses_binding
```

```
'GappedPairBinding.existsUnique_bound_pair' depends on axioms: [propext, Classical.choice, Quot.sound]
'GappedPairBinding.pairing_threshold' depends on axioms: [propext, Classical.choice, Quot.sound]
'GappedPairBinding.gap_suppresses_binding' depends on axioms: [propext, Classical.choice, Quot.sound]
```

## Two particles above a gap

Measure single-particle energies from the chemical potential. Two particles are added in paired states, both at the same energy $x$, so that the pair has energy $2x$ before they interact. The allowed $x$ fill the interval $[d,w]$ with constant density. The lower edge $d$ is the distance from the chemical potential to the first empty level, which is half of the full gap if the chemical potential lies in the middle of it, and $w$ is an upper cutoff. The "flat band" of the file's comments is flat in this sense: it is the density of states that is constant, and the levels do have a spread of energies.

Let the attraction scatter a pair from any level to any other with the same strength, and let $g$ be that strength times the density of states. For electrons paired with opposite spins, this is the density of states of one spin, not the total of both. For a pair of energy $E$ with amplitude $\varphi(x)$, the Schrödinger equation is

$$(2x-E)\,\varphi(x)=g\int_d^w\varphi(y)\,dy .$$

The right-hand side is $g$ times a number $C=\int_d^w\varphi(y)\,dy$. If $E<2d$, the factor $2x-E$ is positive throughout the band, so $\varphi(x)=gC/(2x-E)$, and $C\neq0$ because otherwise $\varphi$ would vanish. Integrating over $x$, dividing by $C$ and writing $E=-b$ gives the pair equation

$$1=g\int_d^w\frac{dx}{2x+b}.$$

The file starts from this equation and does not derive it from a Hamiltonian.

Two reference energies matter. The continuum of unbound pairs begins at $E=2d$, so a pair is bound when $E<2d$, that is, when $b>-2d$. The stronger condition $E<0$, or $b>0$, means that taking two particles from a reservoir at the chemical potential and binding them lowers the energy. The normal state is then unstable towards forming pairs. In a gapped system the two conditions differ, and the gap puts a threshold only on the second.

In electronic-structure terms, this is the sign change of the lowest particle–particle excitation energy, for a model that has a constant attraction and keeps particle pairs only. The particle–particle random-phase approximation also includes pairs of holes, which are absent from the equation above. A positive pair energy in this model therefore doesn't prove that the normal state is stable.

## What the theorems state

All quantities are real numbers. The definition `pairIntegral d w b` is the integral $\int_d^w dx/(2x+b)$, a true interval integral and not a sum over a grid. The definition `pairBinding d w g` is the closed expression

$$b_*(d,w,g)=\frac{2\,(w-d\,e^{2/g})}{e^{2/g}-1}.$$

This is minus the pair energy, counted from zero. It is therefore not the binding energy relative to the continuum, and it can be negative for a pair that is bound.

The theorem `pair_equation_iff` says that for $g>0$, $d<w$ and $b>-2d$, the pair equation holds if and only if $b=b_*$. It puts no condition on the sign of $d$.

The theorem `existsUnique_bound_pair` says that for $g>0$ and $d<w$ there is exactly one $b$ that satisfies both $b>-2d$ and the pair equation. Every attraction, however weak, thus binds one pair below the continuum, with or without a gap. This reflects the constant density of states, which does not go to zero at the band edge: the integral grows without bound as $b$ approaches $-2d$ from above, so even a small $g$ can be compensated.

The theorem `pairing_threshold` assumes $g>0$, $0<d$ and $d<w$, and has two parts. The first says that a solution with $b>0$ exists if and only if $2<g\ln(w/d)$. The second says that every solution with $b>0$ equals the closed expression, which is written out in full there. Since the expression has one value for given $d$, $w$ and $g$, there is at most one such solution. The threshold is strict: at $g\ln(w/d)=2$ the pair energy is exactly zero and there is no positive $b$.

Finally, `gap_suppresses_binding` says that at fixed $w$ and $g>0$, replacing $d$ by a larger $d'$ strictly lowers $b_*$. It is a statement about the closed expression, and it describes the solution of the pair equation as long as $d'<w$.

The model has one pair, a sharp cutoff and an interaction of a single strength. It contains no self-consistent order parameter, no temperature and no energy dependence of the density of states. The gap is an input, fixed by the levels, and does not respond to the pairing.

## From the integral to the threshold

For $b>-2d$ the denominator $2x+b$ is positive on $[d,w]$, and $\tfrac12\ln(2x+b)$ is an antiderivative of $1/(2x+b)$. Hence

$$\int_d^w\frac{dx}{2x+b}=\frac12\ln(2w+b)-\frac12\ln(2d+b)=\frac12\ln\frac{2w+b}{2d+b}.$$

The pair equation becomes

$$\ln\frac{2w+b}{2d+b}=\frac2g .$$

Write $q=e^{2/g}$, which is greater than $1$ because $g>0$. Exponentiating and multiplying by the positive number $2d+b$ gives an equation linear in $b$:

$$2w+b=q\,(2d+b),\qquad\text{so}\qquad b\,(q-1)=2\,(w-dq).$$

Division by $q-1>0$ gives $b=b_*$. Each step can be reversed as long as $b>-2d$, so for such $b$ the formula and the pair equation are equivalent.

To see that $b_*$ itself lies in this range, measure it from the continuum edge:

$$b_*+2d=\frac{2w-2dq+2dq-2d}{q-1}=\frac{2\,(w-d)}{q-1}>0 .$$

So a bound pair exists for every $g>0$, and by the equivalence it is the only one. Its binding relative to the continuum depends on the band only through the width $w-d$.

The sign of $b_*$ is the sign of $w-dq$, since $q-1>0$. For $d>0$,

$$b_*>0\iff e^{2/g}<\frac wd\iff\frac2g<\ln\frac wd\iff g\ln\frac wd>2 .$$

If $d>0$, any $b>0$ also satisfies $b>-2d$, so the positive solutions are among those already found. There is one when $b_*>0$ and none otherwise.

For the dependence on the gap, take $d<d'$. Then $w-d'q<w-dq$, and dividing both by the same positive $q-1$ keeps the order. The value of $b_*$ falls at the rate $2q/(q-1)=2+2/(q-1)$ per unit of $d$. The first term is the upward shift of the continuum edge, and the second is the loss of binding as the band narrows.

## The same steps in Lean

The lemma `exp_sub_one_pos` supplies $q-1>0$, which is used in every later division by this number.

In `pairIntegral_eq_log`, the step `hpos` shows that the denominator is positive on the whole band. The step `hderiv` checks the antiderivative at each point by the chain rule for the logarithm, and `hcont` gives the continuity of the integrand, from which its integrability follows. The fundamental theorem of calculus, `intervalIntegral.integral_eq_sub_of_hasDerivAt`, then gives the integral as a difference of logarithms, in the step `key`, and `Real.log_div` splits the logarithm of the ratio in the claim into the same difference.

The proof of `pair_equation_iff` first replaces the integral by this logarithm and clears the denominator of the closed formula, so that the right-hand side of the equivalence reads $b(q-1)=2(w-dq)$. In the forward direction, `hlog` isolates the logarithm and `hr` exponentiates it. After multiplication by $2d+b$, `linear_combination -hr` recognises the linear equation as the one wanted. The backward direction recovers the ratio from the linear equation, takes its logarithm with `Real.log_exp`, and cancels $g$.

The theorem `binding_from_edge` is the algebraic identity for $b_*+2d$. In `existsUnique_bound_pair` it shows that `pairBinding d w g` lies above $-2d$. The two directions of `pair_equation_iff` then do the rest: one shows that this value solves the equation, and the other that any solution in the range equals it.

In `pairBinding_pos_iff`, the step `h1` turns the logarithmic condition into $d\,e^{2/g}<w$ by the chain of equivalences above, read from right to left. A fraction with a positive denominator has the sign of its numerator, and `linarith` compares the two inequalities that remain.

The main theorem `pairing_threshold` puts these together. Its step `hsol` says that a positive solution must be the closed formula; the call to `linarith` inside it derives $b>-2d$ from $b>0$ and $d>0$. If a positive solution exists, the formula is therefore positive. Conversely, if the formula is positive, it is itself the required solution.

In `gap_suppresses_binding`, `hmul` multiplies $d<d'$ by the positive exponential, and `div_lt_div_of_pos_right` divides the resulting inequality by the common denominator.

## Closing the gap

At fixed $w$, the pair energy is zero at the attraction $g_c=2/\ln(w/d)$ and negative for any stronger one. As $d\to0$ the logarithm diverges and $g_c\to0$, though only slowly. At $d=0$ the continuum edge is at zero energy, the conditions $b>-2d$ and $b>0$ coincide, and

$$b_*=\frac{2w}{e^{2/g}-1},$$

which is positive for every $g>0$ and close to $2w\,e^{-2/g}$ when $g$ is small. This is Cooper's case, and `existsUnique_bound_pair` includes it, because that theorem allows $d=0$.

## Where the hypotheses are needed

In `pairing_threshold` the hypothesis $0<d$ can't be weakened to $0\le d$. Take $d=0$, $w=1$ and $g=1$. The pair equation has the positive solution $b=2/(e^2-1)\approx0.313$, but Lean sets both $1/0$ and $\ln 0$ to zero, so the threshold condition reads $2<0$ and the equivalence fails.

For the existence of a bound pair, $g\ge0$ is not enough, since at $g=0$ the pair equation reads $1=0$. Nor is $d\le w$ enough: at $d=w$ the band has zero width, the integral vanishes, and the equation again has no solution.
